# The jackknife removes the samples' interactions with themselves from the Hartree energy of an averaged density

## The bias of a quadratic energy

Suppose that a density is known only through noisy samples, each of which is right on average. Averaging the samples and inserting the result into the Hartree energy generally gives an energy that is wrong on average. The Hartree energy is quadratic, so each sample also interacts with itself, and its noise does not cancel against itself. For the Coulomb interaction the noise has a non-negative energy, and the estimate is therefore never too low on average.

This situation arises in stochastic density functional theory, where random orbitals sample the electron density. For independent samples at a fixed Hamiltonian and a fixed chemical potential, the jackknife combination below removes this bias from the Hartree energy exactly.

## The energies and the claim

Let $V$ be a real vector space of densities and $B$ a real bilinear form on it. Define $E(n)=B(n,n)$. For the Hartree energy,

$$B(n,n')=\frac12\iint\frac{n(\mathbf r)\,n'(\mathbf r')}{|\mathbf r-\mathbf r'|}\,d\mathbf r\,d\mathbf r',$$

in atomic units, with $V$ a space of densities on which the integral converges.

Let $n_1,\dots,n_I$ be the samples, with $I\ge2$. Their mean, and the mean with sample $i$ omitted, are

$$\bar n=\frac1I\sum_j n_j,\qquad \bar n^{(i)}=\frac1{I-1}\sum_{j\ne i}n_j .$$

The claim is

$$J:=I\,E(\bar n)-\frac{I-1}{I}\sum_iE(\bar n^{(i)})=\frac1{I(I-1)}\sum_{i\ne j}B(n_i,n_j).$$

The right side is the mean interaction over ordered pairs of different samples. This is an identity for any given samples and involves no probability.

## Cancelling the self-energies

Write $S=\sum_i n_i$ for the summed density, $D=\sum_iE(n_i)$ for the self-energies and $C=\sum_{i\ne j}B(n_i,n_j)$ for the pair energy. Expanding $B(S,S)$ gives $E(S)=C+D$, and hence

$$E(\bar n)=\frac{C+D}{I^2}.$$

Since $\bar n^{(i)}=(S-n_i)/(I-1)$,

$$E(\bar n^{(i)})=\frac{E(S)-B(S,n_i)-B(n_i,S)+E(n_i)}{(I-1)^2}.$$

Summed over $i$, each of the two mixed terms gives $E(S)$. The numerator becomes

$$(I-2)E(S)+D=(I-2)C+(I-1)D,$$

so that

$$\sum_iE(\bar n^{(i)})=\frac{(I-2)C+(I-1)D}{(I-1)^2}.$$

Inserting both results into $J$ yields

$$J=\frac{C+D}{I}-\frac{(I-2)C+(I-1)D}{I(I-1)}=\frac{C}{I(I-1)}.$$

The self-energies of the samples cancel. This is not a correction for the self-interaction of the electrons, which is part of the Hartree energy of the exact density as well. For $I=2$ the leave-one-out means are the samples themselves in exchanged order, and $J=\tfrac12[B(n_1,n_2)+B(n_2,n_1)]$.

## Averaging over independent samples

Now let each sample be drawn independently from finitely many densities $\nu_a$ with weights $p_a$, where $\sum_ap_a=1$. Let $m=\sum_ap_a\nu_a$ be the mean density, and let angle brackets denote the average over all draws. For $i\ne j$ the weights of the other samples sum to one, which leaves

$$\langle B(n_i,n_j)\rangle=\sum_{a,b}p_ap_bB(\nu_a,\nu_b)=B(m,m)=E(m).$$

There are $I(I-1)$ ordered pairs, so $\langle C\rangle=I(I-1)E(m)$ and

$$\langle J\rangle=E(m).$$

For the energy of the sample mean, the self-energies remain:

$$\langle E(\bar n)\rangle=\frac{I(I-1)E(m)+I\sum_ap_aE(\nu_a)}{I^2}
=E(m)+\frac1I\Big[\sum_ap_aE(\nu_a)-E(m)\Big].$$

The bracket is the averaged energy of the fluctuations, because

$$\sum_ap_aE(\nu_a-m)=\sum_ap_aE(\nu_a)-B(m,m)-B(m,m)+B(m,m).$$

Therefore

$$\langle E(\bar n)\rangle=E(m)+\frac1I\sum_ap_aE(\nu_a-m).$$

The second term is the bias. It falls only as $1/I$ when samples are added, whereas the jackknife energy has no bias for any $I\ge2$.

## How the Lean statements express this

The samples are a function `n : ι → V` on a finite index type `ι`, and $I$ is `Fintype.card ι`. The type of `B`, `V →ₗ[ℝ] V →ₗ[ℝ] ℝ`, says that it is linear in each argument. Neither symmetry nor positivity is assumed, and `V` may have infinite dimension. The factor $\tfrac12$ of the Hartree energy belongs in `B`.

The definitions `sampleMean`, `omitMean`, `crossEnergy` and `jackknife` are $\bar n$, $\bar n^{(i)}$, $C$ and $J$. The theorem `jackknife_eq_pairs` is the identity for given samples. Its hypothesis `1 < Fintype.card ι` is the condition $I\ge2$, without which there is no leave-one-out mean.

For the averages, the finite type `Ω` labels the densities `ν a`, and a draw of all samples is a function `s : ι → Ω`. Independence is built into `sampleAverage`, which gives each draw the product of its weights. The hypothesis `hp` states that the weights sum to one. For probabilities they are also non-negative, but the proofs do not need this. The theorems `average_jackknife` and `average_energy_sampleMean` are the two averaged results.

A finite `Ω` covers random sign vectors in a finite basis, but not continuous distributions. Independence is a real restriction as well: in a self-consistent calculation, samples that share a potential built from earlier random draws can be correlated through it. The theorems concern quadratic energies only, so they do not treat the exchange–correlation energy, and they give no statement about the variance of $J$.

## The complete file

```lean
import Mathlib

open Finset

namespace JackknifeHartree

noncomputable section

variable {ι Ω V : Type*} [Fintype ι] [DecidableEq ι] [Fintype Ω]
  [AddCommGroup V] [Module ℝ V]

/-- The quadratic energy `E(n) = B(n, n)` of a density `n`. -/
def energy (B : V →ₗ[ℝ] V →ₗ[ℝ] ℝ) (n : V) : ℝ := B n n

/-- The mean of all sample densities. -/
def sampleMean (n : ι → V) : V := (Fintype.card ι : ℝ)⁻¹ • ∑ i, n i

/-- The mean of the sample densities with sample `i` omitted. -/
def omitMean (n : ι → V) (i : ι) : V :=
  ((Fintype.card ι : ℝ) - 1)⁻¹ • ∑ j ∈ univ.erase i, n j

/-- The jackknife combination of the full-mean and leave-one-out energies. -/
def jackknife (B : V →ₗ[ℝ] V →ₗ[ℝ] ℝ) (n : ι → V) : ℝ :=
  (Fintype.card ι : ℝ) * energy B (sampleMean n)
    - ((Fintype.card ι : ℝ) - 1) / (Fintype.card ι : ℝ) * ∑ i, energy B (omitMean n i)

/-- The interaction summed over ordered pairs of different samples. -/
def crossEnergy (B : V →ₗ[ℝ] V →ₗ[ℝ] ℝ) (n : ι → V) : ℝ :=
  ∑ i, ∑ j ∈ univ.erase i, B (n i) (n j)

/-- The average of `X` over independent draws, each with weights `p`. -/
def sampleAverage (p : Ω → ℝ) (X : (ι → Ω) → ℝ) : ℝ :=
  ∑ s : ι → Ω, (∏ k, p (s k)) * X s

/-- The weighted mean of the densities `ν a`. -/
def meanDensity (p : Ω → ℝ) (ν : Ω → V) : V := ∑ a, p a • ν a

/-- The pair energy is the energy of the summed density minus all self-energies. -/
theorem crossEnergy_eq (B : V →ₗ[ℝ] V →ₗ[ℝ] ℝ) (n : ι → V) :
    crossEnergy B n = energy B (∑ i, n i) - ∑ i, energy B (n i) := by
  have h : ∀ i, ∑ j ∈ univ.erase i, B (n i) (n j)
      = B (n i) (∑ j, n j) - B (n i) (n i) := by
    intro i
    rw [map_sum, Finset.sum_erase_eq_sub (Finset.mem_univ i)]
  have hl : ∀ v, ∑ i, B (n i) v = B (∑ i, n i) v := by
    intro v
    simp [map_sum, LinearMap.sum_apply]
  simp only [crossEnergy, h, Finset.sum_sub_distrib, hl, energy]

/-- The energy of the sample mean contains the pair energy and the self-energies. -/
theorem energy_sampleMean (B : V →ₗ[ℝ] V →ₗ[ℝ] ℝ) (n : ι → V) :
    energy B (sampleMean n)
      = (crossEnergy B n + ∑ i, energy B (n i)) / (Fintype.card ι : ℝ) ^ 2 := by
  rw [crossEnergy_eq]
  simp only [energy, sampleMean, map_smul, LinearMap.smul_apply, smul_eq_mul]
  ring

/-- The sum of the leave-one-out energies in terms of pair energy and self-energies. -/
theorem sum_energy_omitMean (B : V →ₗ[ℝ] V →ₗ[ℝ] ℝ) (n : ι → V) :
    ∑ i, energy B (omitMean n i)
      = (((Fintype.card ι : ℝ) - 2) * crossEnergy B n
          + ((Fintype.card ι : ℝ) - 1) * ∑ i, energy B (n i))
        / ((Fintype.card ι : ℝ) - 1) ^ 2 := by
  -- omitting a sample subtracts it from the total density
  have hm : ∀ i, energy B (omitMean n i) = (((Fintype.card ι : ℝ) - 1)⁻¹) ^ 2 *
      (B (∑ j, n j) (∑ j, n j) - B (∑ j, n j) (n i) - B (n i) (∑ j, n j)
        + B (n i) (n i)) := by
    intro i
    simp only [energy, omitMean, Finset.sum_erase_eq_sub (Finset.mem_univ i), map_smul,
      map_sub, LinearMap.smul_apply, LinearMap.sub_apply, smul_eq_mul]
    ring
  have hl : ∀ v, ∑ i, B (n i) v = B (∑ i, n i) v := by
    intro v
    simp [map_sum, LinearMap.sum_apply]
  have hr : ∑ i, B (∑ j, n j) (n i) = B (∑ j, n j) (∑ j, n j) :=
    (map_sum (B (∑ j, n j)) n univ).symm
  rw [div_eq_mul_inv, ← inv_pow, crossEnergy_eq]
  simp only [hm, ← Finset.mul_sum, Finset.sum_add_distrib, Finset.sum_sub_distrib, hl, hr,
    Finset.sum_const, Finset.card_univ, nsmul_eq_mul]
  simp only [energy]
  ring

/-- For at least two samples, the jackknife energy is the mean interaction over ordered
pairs of different samples. -/
theorem jackknife_eq_pairs (hI : 1 < Fintype.card ι) (B : V →ₗ[ℝ] V →ₗ[ℝ] ℝ) (n : ι → V) :
    jackknife B n
      = crossEnergy B n / ((Fintype.card ι : ℝ) * ((Fintype.card ι : ℝ) - 1)) := by
  have hc : (1 : ℝ) < Fintype.card ι := by exact_mod_cast hI
  have h0 : (Fintype.card ι : ℝ) ≠ 0 := by linarith
  have h1 : (Fintype.card ι : ℝ) - 1 ≠ 0 := by linarith
  rw [jackknife, energy_sampleMean, sum_energy_omitMean]
  field_simp
  ring

/-- Averages of products over two different independent samples factorise. -/
theorem average_mul (p : Ω → ℝ) (hp : ∑ a, p a = 1) (f g : Ω → ℝ) {i j : ι} (hij : i ≠ j) :
    sampleAverage p (fun s : ι → Ω => f (s i) * g (s j))
      = (∑ a, p a * f a) * ∑ a, p a * g a := by
  let W : ι → Ω → ℝ := fun k a =>
    p a * ((if k = i then f a else 1) * (if k = j then g a else 1))
  have key : ∀ s : ι → Ω, (∏ k, p (s k)) * (f (s i) * g (s j)) = ∏ k, W k (s k) := by
    intro s
    simp only [W, Finset.prod_mul_distrib, Finset.prod_ite_eq', Finset.mem_univ, if_true]
  -- the sum over all sample families is a product of one-sample sums
  have hW : ∏ k, ∑ a, W k a = ∑ s : ι → Ω, ∏ k, W k (s k) := by
    rw [Finset.prod_univ_sum, Fintype.piFinset_univ]
  have hk : ∀ k, ∑ a, W k a = (if k = i then ∑ a, p a * f a else 1)
      * (if k = j then ∑ a, p a * g a else 1) := by
    intro k
    by_cases h1 : k = i
    · simp [W, h1, hij]
    · by_cases h2 : k = j
      · simp [W, h2, hij.symm]
      · simp [W, h1, h2, hp]
  simp only [sampleAverage, key]
  rw [← hW]
  simp only [hk, Finset.prod_mul_distrib, Finset.prod_ite_eq', Finset.mem_univ, if_true]

/-- Averaging either argument of the interaction inserts the mean density there. -/
theorem interaction_mean (B : V →ₗ[ℝ] V →ₗ[ℝ] ℝ) (p : Ω → ℝ) (ν : Ω → V) (v : V) :
    ∑ a, p a * B (ν a) v = B (meanDensity p ν) v ∧
      ∑ a, p a * B v (ν a) = B v (meanDensity p ν) := by
  constructor <;> simp [meanDensity, map_sum, LinearMap.sum_apply]

/-- The averaged pair energy is `I (I - 1)` times the energy of the mean density. -/
theorem average_crossEnergy (B : V →ₗ[ℝ] V →ₗ[ℝ] ℝ) (p : Ω → ℝ) (hp : ∑ a, p a = 1)
    (ν : Ω → V) :
    sampleAverage p (fun s : ι → Ω => crossEnergy B (fun i => ν (s i)))
      = (Fintype.card ι : ℝ) * ((Fintype.card ι : ℝ) - 1) * energy B (meanDensity p ν) := by
  classical
  -- one pair of different samples
  have pair : ∀ i j : ι, i ≠ j → sampleAverage p (fun s : ι → Ω => B (ν (s i)) (ν (s j)))
      = energy B (meanDensity p ν) := by
    intro i j hij
    have h : ∀ s : ι → Ω, B (ν (s i)) (ν (s j))
        = ∑ a, (if s i = a then (1 : ℝ) else 0) * B (ν a) (ν (s j)) := by
      intro s
      simp
    calc sampleAverage p (fun s : ι → Ω => B (ν (s i)) (ν (s j)))
        = ∑ a, sampleAverage p (fun s : ι → Ω =>
            (if s i = a then (1 : ℝ) else 0) * B (ν a) (ν (s j))) := by
          simp only [sampleAverage]
          rw [Finset.sum_comm]
          refine Finset.sum_congr rfl fun s _ => ?_
          rw [← Finset.mul_sum, ← h s]
      _ = ∑ a, p a * ∑ b, p b * B (ν a) (ν b) :=
          Finset.sum_congr rfl fun a _ =>
            (average_mul p hp (fun c => if c = a then (1 : ℝ) else 0)
              (fun c => B (ν a) (ν c)) hij).trans (by simp)
      _ = energy B (meanDensity p ν) := by
          simp only [(interaction_mean B p ν _).2, (interaction_mean B p ν _).1, energy]
  have h : sampleAverage p (fun s : ι → Ω => crossEnergy B (fun i => ν (s i)))
      = ∑ i, ∑ j ∈ univ.erase i, sampleAverage p (fun s : ι → Ω => B (ν (s i)) (ν (s j))) := by
    simp only [sampleAverage, crossEnergy, Finset.mul_sum]
    rw [Finset.sum_comm]
    exact Finset.sum_congr rfl fun i _ => Finset.sum_comm
  have h2 : ∀ i : ι, ∑ j ∈ univ.erase i,
      sampleAverage p (fun s : ι → Ω => B (ν (s i)) (ν (s j)))
        = ((Fintype.card ι : ℝ) - 1) * energy B (meanDensity p ν) := by
    intro i
    calc _ = ∑ _j ∈ univ.erase i, energy B (meanDensity p ν) :=
          Finset.sum_congr rfl fun j hj => pair i j (Finset.ne_of_mem_erase hj).symm
      _ = _ := by
          rw [Finset.sum_erase_eq_sub (Finset.mem_univ i)]
          simp only [Finset.sum_const, Finset.card_univ, nsmul_eq_mul]
          ring
  rw [h]
  simp only [h2, Finset.sum_const, Finset.card_univ, nsmul_eq_mul]
  ring

/-- For at least two independent samples, the averaged jackknife energy equals the energy
of the mean density. -/
theorem average_jackknife (hI : 1 < Fintype.card ι) (B : V →ₗ[ℝ] V →ₗ[ℝ] ℝ) (p : Ω → ℝ)
    (hp : ∑ a, p a = 1) (ν : Ω → V) :
    sampleAverage p (fun s : ι → Ω => jackknife B (fun i => ν (s i)))
      = energy B (meanDensity p ν) := by
  have hc : (1 : ℝ) < Fintype.card ι := by exact_mod_cast hI
  have h0 : (Fintype.card ι : ℝ) ≠ 0 := by linarith
  have h1 : (Fintype.card ι : ℝ) - 1 ≠ 0 := by linarith
  have h : sampleAverage p (fun s : ι → Ω => jackknife B (fun i => ν (s i)))
      = sampleAverage p (fun s : ι → Ω => crossEnergy B (fun i => ν (s i)))
        / ((Fintype.card ι : ℝ) * ((Fintype.card ι : ℝ) - 1)) := by
    simp only [sampleAverage, jackknife_eq_pairs hI, Finset.sum_div, mul_div_assoc]
  rw [h, average_crossEnergy B p hp ν]
  exact mul_div_cancel_left₀ _ (mul_ne_zero h0 h1)

/-- For at least two independent samples, the averaged energy of the sample mean equals the energy
of the mean density plus the averaged energy of the density fluctuations divided by the number of
samples. -/
theorem average_energy_sampleMean (hI : 1 < Fintype.card ι) (B : V →ₗ[ℝ] V →ₗ[ℝ] ℝ)
    (p : Ω → ℝ) (hp : ∑ a, p a = 1) (ν : Ω → V) :
    sampleAverage p (fun s : ι → Ω => energy B (sampleMean (fun i => ν (s i))))
      = energy B (meanDensity p ν)
        + (∑ a, p a * energy B (ν a - meanDensity p ν)) / (Fintype.card ι : ℝ) := by
  have hc : (1 : ℝ) < Fintype.card ι := by exact_mod_cast hI
  have h0 : (Fintype.card ι : ℝ) ≠ 0 := by linarith
  -- the self-energy of one sample
  have self : ∀ i : ι, sampleAverage p (fun s : ι → Ω => energy B (ν (s i)))
      = ∑ a, p a * energy B (ν a) := by
    intro i
    obtain ⟨j, hj⟩ := Fintype.exists_ne_of_one_lt_card hI i
    simpa [hp] using average_mul p hp (fun a => energy B (ν a)) (fun _ => 1) hj.symm
  have h : sampleAverage p (fun s : ι → Ω => energy B (sampleMean (fun i => ν (s i))))
      = (sampleAverage p (fun s : ι → Ω => crossEnergy B (fun i => ν (s i)))
        + ∑ i : ι, sampleAverage p (fun s : ι → Ω => energy B (ν (s i))))
        / (Fintype.card ι : ℝ) ^ 2 := by
    simp only [sampleAverage, energy_sampleMean]
    rw [Finset.sum_comm, ← Finset.sum_add_distrib, Finset.sum_div]
    refine Finset.sum_congr rfl fun s _ => ?_
    rw [← Finset.mul_sum]
    ring
  -- the fluctuation energy is the mean self-energy minus the energy of the mean
  have fluct : ∑ a, p a * energy B (ν a - meanDensity p ν)
      = ∑ a, p a * energy B (ν a) - energy B (meanDensity p ν) := by
    simp only [energy, map_sub, LinearMap.sub_apply, mul_sub, Finset.sum_sub_distrib,
      (interaction_mean B p ν _).1, (interaction_mean B p ν _).2, ← Finset.sum_mul, hp]
    ring
  rw [h, average_crossEnergy B p hp ν, fluct]
  simp only [self, Finset.sum_const, Finset.card_univ, nsmul_eq_mul]
  field_simp
  ring

end

end JackknifeHartree
```

```lean
#print axioms JackknifeHartree.average_jackknife
#print axioms JackknifeHartree.average_energy_sampleMean
```

```
'JackknifeHartree.average_jackknife' depends on axioms: [propext, Classical.choice, Quot.sound]
'JackknifeHartree.average_energy_sampleMean' depends on axioms: [propext, Classical.choice, Quot.sound]
```

## How the proof follows the calculation

**The identity for given samples.** `crossEnergy_eq` is $C=E(S)-D$. It writes each sum over $j\ne i$ as the full sum minus the diagonal term, and then uses linearity. `energy_sampleMean` takes the factor $1/I$ out of both arguments of `B`.

`sum_energy_omitMean` follows the longer expansion. Its step `hm` expands the energy of $(S-n_i)/(I-1)$ into four terms, while `hl` and `hr` sum the two mixed terms. They are kept separate because `B` need not be symmetric. In `jackknife_eq_pairs` these formulas are substituted, `field_simp` clears the denominators $I$ and $I-1$, which are nonzero by hypothesis, and `ring` confirms the cancellation of $D$.

**Independence.** `average_mul` shows that the average of $f(s_i)\,g(s_j)$ factorises for $i\ne j$. The auxiliary function `W` attaches $f$ to sample $i$, $g$ to sample $j$ and $1$ to all others. The sum over all draws then becomes a product of one-sample sums, and those of the other samples equal one by `hp`.

The interaction $B(\nu_{s_i},\nu_{s_j})$ is not itself such a product. `average_crossEnergy` therefore first writes it as a sum over $a$, with an indicator that selects $s_i=a$. Each term is now a function of $s_i$ times a function of $s_j$, and `average_mul` applies. Two uses of `interaction_mean` replace the weighted sums by $m$, and counting the ordered pairs gives the factor $I(I-1)$.

**The two averages.** `average_jackknife` averages the pair formula and divides by $I(I-1)$. In `average_energy_sampleMean`, the step `self` averages a single self-energy by applying `average_mul` with the constant function $1$ on a second sample. This is where the proof uses $I\ge2$, although the formula itself is also true for one sample, as the calculation by hand shows. The step `fluct` is the expansion of the fluctuation energy, and the final algebra collects the terms into $E(m)$ and the bias.
